# With a kinetic-energy cutoff, the plane-wave Hamiltonian's characteristic polynomial is periodic in k

For one particle in a periodic potential, `charpoly_periodic` states that the finite plane-wave Hamiltonians at k and k + G0 have the same characteristic polynomial, for every reciprocal lattice vector G0. The basis at each k consists of the plane waves with |k + G|²/2 at most `Ecut`, in atomic units, on a simple cubic reciprocal lattice of unit spacing in d dimensions. The potential enters through arbitrary complex coefficients V(G − G'), which are not assumed to make the matrix Hermitian. The proof rewrites H(k + G0) as H(k) with its rows and columns relabelled by G ↦ G + G0, then appeals to Mathlib's `Matrix.charpoly_reindex`, by which such a relabelling leaves the characteristic polynomial unchanged.

As first written in Lean, the proof fails:

```lean
import Mathlib

open Matrix

namespace CharpolyPeriodic

noncomputable section

variable {d : ℕ}

/-- Kinetic energy `|k + G|² / 2` of the plane wave with wave vector `k + G`, in atomic units,
for a simple cubic reciprocal lattice of unit spacing. -/
def kinetic (k : Fin d → ℝ) (G : Fin d → ℤ) : ℝ :=
  (∑ i, (k i + (G i : ℝ)) ^ 2) / 2

/-- The wave vector `k + G0`, with `G0` a reciprocal lattice vector. -/
def translate (k : Fin d → ℝ) (G0 : Fin d → ℤ) : Fin d → ℝ :=
  fun i => k i + (G0 i : ℝ)

/-- Only finitely many plane waves lie below a kinetic-energy cutoff. -/
theorem finite_cutoff (Ecut : ℝ) (k : Fin d → ℝ) :
    {G : Fin d → ℤ | kinetic k G ≤ Ecut}.Finite := by
  -- the cutoff confines every component of `G` to a bounded interval
  refine Set.Finite.subset (Set.finite_Icc (fun i => ⌊-k i - (2 * Ecut + 1)⌋)
    (fun i => ⌈2 * Ecut + 1 - k i⌉)) ?_
  intro G hG
  have hG' : (∑ j, (k j + (G j : ℝ)) ^ 2) / 2 ≤ Ecut := hG
  have hb : ∀ i, (k i + (G i : ℝ)) ^ 2 ≤ 2 * Ecut := by
    intro i
    have h : (k i + (G i : ℝ)) ^ 2 ≤ ∑ j, (k j + (G j : ℝ)) ^ 2 :=
      Finset.single_le_sum (f := fun j => (k j + (G j : ℝ)) ^ 2)
        (fun j _ => sq_nonneg _) (Finset.mem_univ i)
    linarith
  refine ⟨fun i => ?_, fun i => ?_⟩
  · show ⌊-k i - (2 * Ecut + 1)⌋ ≤ G i
    have h : -k i - (2 * Ecut + 1) ≤ (G i : ℝ) := by
      nlinarith [hb i, sq_nonneg (k i + (G i : ℝ) + 1), sq_nonneg (k i + (G i : ℝ))]
    exact_mod_cast (Int.floor_le _).trans h
  · show G i ≤ ⌈2 * Ecut + 1 - k i⌉
    have h : (G i : ℝ) ≤ 2 * Ecut + 1 - k i := by
      nlinarith [hb i, sq_nonneg (k i + (G i : ℝ) - 1), sq_nonneg (k i + (G i : ℝ))]
    exact_mod_cast h.trans (Int.le_ceil _)

/-- The plane-wave basis `B(k)`: all `G` with `|k + G|² / 2 ≤ Ecut`. -/
def cutoffBasis (Ecut : ℝ) (k : Fin d → ℝ) : Finset (Fin d → ℤ) :=
  (finite_cutoff Ecut k).toFinset

/-- The Hamiltonian at `k` on a finite set `S` of plane waves: kinetic energies on the diagonal
plus the Fourier coefficients `V(G - G')` of the potential. -/
def hamiltonian (S : Finset (Fin d → ℤ)) (V : (Fin d → ℤ) → ℂ) (k : Fin d → ℝ) :
    Matrix S S ℂ :=
  Matrix.diagonal (fun G : S => (kinetic k G.1 : ℂ)) + Matrix.of fun G G' => V (G.1 - G'.1)

/-- The kinetic energy of `G` at `k + G0` is that of `G + G0` at `k`. -/
theorem kinetic_translate (k : Fin d → ℝ) (G0 G : Fin d → ℤ) :
    kinetic (translate k G0) G = kinetic k (G + G0) := by
  unfold kinetic translate
  congr 1
  refine Finset.sum_congr rfl fun i _ => ?_
  rw [Pi.add_apply]
  push_cast
  ring

/-- The shift `G ↦ G + G0` as a bijection from `B(k + G0)` to `B(k)`. -/
def shiftEquiv (Ecut : ℝ) (k : Fin d → ℝ) (G0 : Fin d → ℤ) :
    cutoffBasis Ecut (translate k G0) ≃ cutoffBasis Ecut k :=
  (Equiv.addRight G0).subtypeEquiv fun G => by
    simp only [cutoffBasis, Set.Finite.mem_toFinset, Set.mem_ofPred_eq, kinetic_translate,
      Equiv.coe_addRight]

/-- Relabelling the plane waves by `G ↦ G + G0` turns `H(k)` into `H(k + G0)`,
entry by entry. -/
theorem hamiltonian_translate (Ecut : ℝ) (V : (Fin d → ℤ) → ℂ) (k : Fin d → ℝ)
    (G0 : Fin d → ℤ) :
    hamiltonian (cutoffBasis Ecut (translate k G0)) V (translate k G0) =
      (hamiltonian (cutoffBasis Ecut k) V k).submatrix
        (shiftEquiv Ecut k G0) (shiftEquiv Ecut k G0) := by
  have he : ∀ G, (shiftEquiv Ecut k G0 G).1 = G.1 + G0 := fun _ => rfl
  ext G G'
  by_cases h : G = G'
  · subst h
    simp [hamiltonian, he, kinetic_translate]
  · have h' : shiftEquiv Ecut k G0 G ≠ shiftEquiv Ecut k G0 G' :=
      fun hh => h ((shiftEquiv Ecut k G0).injective hh)
    simp only [hamiltonian, Matrix.submatrix_apply, Matrix.add_apply, Matrix.of_apply,
      Matrix.diagonal_apply_ne _ h, Matrix.diagonal_apply_ne _ h', he,
      add_sub_add_right_eq_sub]

/-- With a kinetic-energy cutoff, `H(k + G0)` and `H(k)` have the same characteristic
polynomial for every reciprocal lattice vector `G0`. -/
theorem charpoly_periodic (Ecut : ℝ) (V : (Fin d → ℤ) → ℂ) (k : Fin d → ℝ)
    (G0 : Fin d → ℤ) :
    (hamiltonian (cutoffBasis Ecut (translate k G0)) V (translate k G0)).charpoly =
      (hamiltonian (cutoffBasis Ecut k) V k).charpoly := by
  rw [hamiltonian_translate]
  exact Matrix.charpoly_reindex (shiftEquiv Ecut k G0).symm _

end

end CharpolyPeriodic
```

Compiling this gives:

```
Main.lean:96:8: error: (deterministic) timeout at `isDefEq`, maximum number of heartbeats (200000) has been reached

Note: Use `set_option maxHeartbeats <num>` to set the limit.

Hint: Additional diagnostic information may be available using the `set_option diagnostics true` command.
```

What went wrong. The error is a timeout, so Lean has not shown the step to be false. It ran out of heartbeats in `isDefEq`, the check that two expressions agree by definition, while elaborating the final `exact`.

`Matrix.charpoly_reindex` is stated with `reindex`, whereas the goal has `submatrix`. To match them Lean must unfold `reindex` and identify the double inverse of `shiftEquiv Ecut k G0` with the map itself, while also finding the matrix left as `_`. Here the map and the Hamiltonian are concrete definitions that Lean can unfold too. The message does not say which comparison used up the budget.

The repair first proves `key`, the same fact in `submatrix` form, for an arbitrary bijection `e` and matrix `M`. There the passage from `reindex` to `submatrix` is checked with variables, which have no definitions to unfold. The new `exact` then supplies both the bijection and the Hamiltonian explicitly, and the statement of `key` has the form of the goal, so the costly match is avoided. The added comment is only explanatory.

As a diff, the version that Lean accepts:

```diff
@@ -93,6 +93,11 @@
     (hamiltonian (cutoffBasis Ecut (translate k G0)) V (translate k G0)).charpoly =
       (hamiltonian (cutoffBasis Ecut k) V k).charpoly := by
+  -- relabelling the basis leaves a characteristic polynomial unchanged
+  have key : ∀ {m n : Type} [Fintype m] [DecidableEq m] [Fintype n] [DecidableEq n]
+      (e : m ≃ n) (M : Matrix n n ℂ), (M.submatrix e e).charpoly = M.charpoly := by
+    intro m n _ _ _ _ e M
+    exact Matrix.charpoly_reindex e.symm M
   rw [hamiltonian_translate]
-  exact Matrix.charpoly_reindex (shiftEquiv Ecut k G0).symm _
+  exact key (shiftEquiv Ecut k G0) (hamiltonian (cutoffBasis Ecut k) V k)
 
 end
```
